# For a tridiagonal matrix T with positive couplings, only the leading block's characteristic polynomial minimises ‖p(T)e₀‖ among monic p of its degree

An electron starts in one orbital of a non-interacting tight-binding model, and Lanczos recursion turns the part of the Hamiltonian that this start can reach into a chain with site energies \(a_0,a_1,\dots\) and couplings \(b_0,b_1,\dots>0\). If I don't normalise along the way, the vector after \(n\) steps is a monic polynomial of the Hamiltonian applied to the start, and its length is \(b_0\cdots b_{n-1}\). But a monic polynomial of degree \(n\) has \(n\) free coefficients. Could another choice give a shorter vector? And how can the best choice depend on only the first \(n\) sites, when the chain is longer?

## One amplitude is fixed, the others can be removed

No other choice is as short. Let \(T\) be the chain matrix on \(m>n\) sites, \(J\) its leading \(n\times n\) block, and \(e_0\) the unit vector on site 0 of either chain (for \(n=0\), \(J\) and its starting vector are empty, and \(p(J)e_0\) counts as zero). Write \(B_n=b_0\cdots b_{n-1}\), with \(B_0=1\).

Each application of \(T\) moves amplitude by at most one site:
\[
(T^{k+1}e_0)_i=\sum_j T_{ij}(T^ke_0)_j .
\]
By induction, \(T^ke_0\) vanishes beyond site \(k\). On site \(k+1\) only \(j=k\) contributes to the sum, so the amplitude there is \(b_kB_k=B_{k+1}\).

Now take \(p\) monic of degree \(n\). Lower powers don't reach site \(n\), so \((p(T)e_0)_n=B_n\), whatever the free coefficients are. Beyond site \(n\) everything vanishes.

On sites \(i<n\), \(T^ke_0\) and \(J^ke_0\) agree for all \(k\le n\). In the step from \(k<n\) to \(k+1\), only \(j\le k<n\) contribute, and there \(T_{ij}=J_{ij}\). Hence
\[
\|p(T)e_0\|^2=B_n^2+\|p(J)e_0\|^2\ \ge\ B_n^2 .
\]

Equality means \(p(J)e_0=0\). The characteristic polynomial \(\chi_J\) achieves this by Cayley–Hamilton. Conversely, if \(p(J)e_0=0\), then \(q=p-\chi_J\) has degree below \(n\) and \(q(J)e_0=0\). Were \(q\) nonzero, of degree \(d\) and leading coefficient \(c\), its amplitude on site \(d\) would be \(cB_d\neq0\). So \(p=\chi_J\).

For \(n=1\) and \(p=x-c\), the vector has amplitudes \(a_0-c\) and \(b_0\) on the first two sites. The best \(c\) is \(a_0\), and \(b_0\) remains.

Uniqueness can fail if a coupling inside the block is zero. With \(n=2\) and \(b_0=0\), every \(p=(x-a_0)(x-c)\) gives \(p(T)e_0=0=B_2\).

## The statement in Lean

`jacobi a b m` is \(T\), `site0 m` is \(e_0\), and `krylov a b m p` is the single vector \(p(T)e_0\) with its Euclidean norm, not a Krylov space. The sequences `a` and `b` are infinite, but the matrix reads only the entries that fit. Couplings count from 0, so `b 0` is the \(b_1\) of many textbooks.

`lanczos_minimal` assumes `n < m`, positive `b k` for `k < n`, and `p` monic with `p.natDegree = n`. It concludes the bound, and equality if and only if `p = (jacobi a b n).charpoly`; `leading_block` identifies `jacobi a b n` with \(J\). `lanczos_vector` adds that the minimising vector is \(B_ne_n\), which normalises to the unit vector on site \(n\).

The chain is taken as given. The step from your Hamiltonian \(H\) to it, \(p(H)v=V\,p(T)e_0\) with start vector \(v\) and the orthonormal Lanczos vectors as columns of \(V\), is not part of the theorem. In floating-point runs that orthonormality can degrade.

```lean
import Mathlib

open Matrix Polynomial

namespace LanczosMinimal

noncomputable section

/-- The real symmetric tridiagonal matrix of size `m` with on-site energies `a i` and
couplings `b i` between the sites `i` and `i + 1`, sites being numbered from 0. -/
def jacobi (a b : ℕ → ℝ) (m : ℕ) : Matrix (Fin m) (Fin m) ℝ :=
  Matrix.of fun i j =>
    if (i : ℕ) = j then a i
    else if (i : ℕ) + 1 = j then b i
    else if (j : ℕ) + 1 = i then b j
    else 0

/-- The starting vector of the chain, with amplitude one on site 0 and zero elsewhere. -/
def site0 (m : ℕ) : Fin m → ℝ := fun i => if (i : ℕ) = 0 then 1 else 0

/-- The Krylov vector `p(T) e₀` of a polynomial `p`, where `T` is the tridiagonal matrix of
size `m`, as a vector of Euclidean space. -/
def krylov (a b : ℕ → ℝ) (m : ℕ) (p : ℝ[X]) : EuclideanSpace ℝ (Fin m) :=
  WithLp.toLp 2 (aeval (jacobi a b m) p *ᵥ site0 m)

/-- The leading `n` by `n` block of the tridiagonal matrix of size `m` is the tridiagonal
matrix of size `n` with the same energies and couplings. -/
theorem leading_block (a b : ℕ → ℝ) {n m : ℕ} (h : n ≤ m) :
    (jacobi a b m).submatrix (Fin.castLE h) (Fin.castLE h) = jacobi a b n := rfl

/-- The vector `T^(k+1) e₀` is the matrix `T` times the vector `T^k e₀`, written out site by site.
-/
theorem krylov_succ (a b : ℕ → ℝ) (m k : ℕ) (i : Fin m) :
    krylov a b m (X ^ (k + 1)) i = ∑ j, jacobi a b m i j * krylov a b m (X ^ k) j := by
  change (aeval (jacobi a b m) (X ^ (k + 1) : ℝ[X]) *ᵥ site0 m) i =
    ∑ j, jacobi a b m i j * (aeval (jacobi a b m) (X ^ k : ℝ[X]) *ᵥ site0 m) j
  rw [pow_succ', map_mul, aeval_X, ← Matrix.mulVec_mulVec]
  rfl

/-- A Krylov vector is the combination of the vectors `T^k e₀` weighted by the coefficients
of the polynomial. -/
theorem krylov_expand (a b : ℕ → ℝ) (m : ℕ) {p : ℝ[X]} {d : ℕ} (hp : p.natDegree ≤ d)
    (i : Fin m) :
    krylov a b m p i = ∑ k ∈ Finset.range (d + 1), p.coeff k * krylov a b m (X ^ k) i := by
  change (aeval (jacobi a b m) p *ᵥ site0 m) i = ∑ k ∈ Finset.range (d + 1),
    p.coeff k * (aeval (jacobi a b m) (X ^ k : ℝ[X]) *ᵥ site0 m) i
  rw [aeval_eq_sum_range' (Nat.lt_succ_of_le hp)]
  simp only [map_pow, aeval_X, Matrix.mulVec, dotProduct, Matrix.sum_apply,
    Matrix.smul_apply, smul_eq_mul, Finset.sum_mul, Finset.mul_sum, mul_assoc]
  exact Finset.sum_comm

/-- After `k` applications of `T` the amplitude has not passed site `k`, and on site `k` it
is the product of the first `k` couplings. -/
theorem krylov_power (a b : ℕ → ℝ) (m k : ℕ) :
    (∀ i : Fin m, k < (i : ℕ) → krylov a b m (X ^ k) i = 0) ∧
    (∀ i : Fin m, (i : ℕ) = k → krylov a b m (X ^ k) i = ∏ j ∈ Finset.range k, b j) := by
  -- the matrix has no element that moves amplitude outward by more than one site
  have far : ∀ i j : Fin m, (j : ℕ) + 1 < i → jacobi a b m i j = 0 := by
    intro i j hij
    simp only [jacobi, Matrix.of_apply]
    rw [if_neg (by omega), if_neg (by omega), if_neg (by omega)]
  induction k with
  | zero =>
    constructor
    · intro i hi
      have hi' : (i : ℕ) ≠ 0 := by omega
      change (aeval (jacobi a b m) (X ^ 0 : ℝ[X]) *ᵥ site0 m) i = 0
      rw [pow_zero, map_one, Matrix.one_mulVec]
      exact if_neg hi'
    · intro i hi
      change (aeval (jacobi a b m) (X ^ 0 : ℝ[X]) *ᵥ site0 m) i = _
      rw [pow_zero, map_one, Matrix.one_mulVec, Finset.prod_range_zero]
      exact if_pos hi
  | succ k ih =>
    constructor
    · intro i hi
      rw [krylov_succ]
      refine Finset.sum_eq_zero fun j _ => ?_
      by_cases hj : k < (j : ℕ)
      · rw [ih.1 j hj, mul_zero]
      · rw [far i j (by omega), zero_mul]
    · intro i hi
      have hk : k < m := by have := i.isLt; omega
      have hb : jacobi a b m i ⟨k, hk⟩ = b k := by
        simp only [jacobi, Matrix.of_apply]
        rw [if_neg (by omega), if_neg (by omega), if_pos (by omega)]
      rw [krylov_succ, Finset.sum_eq_single (⟨k, hk⟩ : Fin m), hb, ih.2 ⟨k, hk⟩ rfl,
        Finset.prod_range_succ, mul_comm]
      · intro j _ hj
        have hne : (j : ℕ) ≠ k := fun e => hj (Fin.ext e)
        by_cases hjk : k < (j : ℕ)
        · rw [ih.1 j hjk, mul_zero]
        · rw [far i j (by omega), zero_mul]
      · intro hn
        exact absurd (Finset.mem_univ _) hn

/-- For a polynomial of degree at most `d`, the Krylov vector vanishes beyond site `d`, and on
site `d` it is the coefficient of order `d` times the product of the first `d` couplings. -/
theorem krylov_leading (a b : ℕ → ℝ) (m : ℕ) {p : ℝ[X]} {d : ℕ} (hp : p.natDegree ≤ d) :
    (∀ i : Fin m, d < (i : ℕ) → krylov a b m p i = 0) ∧
    (∀ i : Fin m, (i : ℕ) = d →
      krylov a b m p i = p.coeff d * ∏ j ∈ Finset.range d, b j) := by
  constructor
  · intro i hi
    rw [krylov_expand a b m hp]
    refine Finset.sum_eq_zero fun k hk => ?_
    have hk' := Finset.mem_range.mp hk
    rw [(krylov_power a b m k).1 i (by omega), mul_zero]
  · intro i hi
    rw [krylov_expand a b m hp, Finset.sum_range_succ, (krylov_power a b m d).2 i hi,
      Finset.sum_eq_zero, zero_add]
    intro k hk
    have hk' := Finset.mem_range.mp hk
    rw [(krylov_power a b m k).1 i (by omega), mul_zero]

/-- For a monic polynomial of degree `n < m`, the squared norm of `p(T) e₀` is the squared
product of the first `n` couplings plus the squared norm of `p(J) e₀`, where `J` is the
leading `n` by `n` block of `T`. -/
theorem krylov_norm_sq (a b : ℕ → ℝ) {n m : ℕ} (h : n < m) {p : ℝ[X]} (hp : p.Monic)
    (hd : p.natDegree = n) :
    ‖krylov a b m p‖ ^ 2 = (∏ j ∈ Finset.range n, b j) ^ 2 + ‖krylov a b n p‖ ^ 2 := by
  have h1 : n + 1 ≤ m := h
  -- up to order n, the first n amplitudes do not feel the rest of the chain
  have hpow : ∀ k, k ≤ n → ∀ i : Fin n,
      krylov a b m (X ^ k) (Fin.castLE h.le i) = krylov a b n (X ^ k) i := by
    intro k
    induction k with
    | zero =>
      intro _ i
      simp [krylov, site0]
    | succ k ih =>
      intro hk i
      rw [krylov_succ, krylov_succ]
      symm
      refine Fintype.sum_of_injective (Fin.castLE h.le) (Fin.castLE_injective _) _ _ ?_ ?_
      · intro j hj
        have hkj : k < (j : ℕ) := by
          by_contra hc
          exact hj ⟨⟨j, by omega⟩, Fin.ext rfl⟩
        rw [(krylov_power a b m k).1 j hkj, mul_zero]
      · intro j
        exact congrArg (fun x => jacobi a b n i j * x) (ih (by omega) j).symm
  have hlow : ∑ i : Fin n, krylov a b m p (Fin.castLE h1 i.castSucc) ^ 2 =
      ∑ i, krylov a b n p i ^ 2 := by
    refine Finset.sum_congr rfl fun i _ => ?_
    have e : krylov a b m p (Fin.castLE h.le i) = krylov a b n p i := by
      rw [krylov_expand a b m hd.le, krylov_expand a b n hd.le]
      refine Finset.sum_congr rfl fun k hk => ?_
      rw [hpow k (Nat.lt_succ_iff.mp (Finset.mem_range.mp hk)) i]
    exact congrArg (fun x : ℝ => x ^ 2) e
  have htop : krylov a b m p (Fin.castLE h1 (Fin.last n)) = ∏ j ∈ Finset.range n, b j := by
    have hc : p.coeff n = 1 := by rw [← hd]; exact hp
    rw [(krylov_leading a b m hd.le).2 _ rfl, hc, one_mul]
  -- only the sites 0, ..., n contribute to the norm
  have hs : ∑ i : Fin (n + 1), krylov a b m p (Fin.castLE h1 i) ^ 2 =
      ∑ i, krylov a b m p i ^ 2 := by
    refine Fintype.sum_of_injective (Fin.castLE h1) (Fin.castLE_injective _) _ _ ?_
      (fun _ => rfl)
    intro j hj
    have hnj : n < (j : ℕ) := by
      by_contra hc
      exact hj ⟨⟨j, by omega⟩, Fin.ext rfl⟩
    rw [(krylov_leading a b m hd.le).1 j hnj]
    norm_num
  simp only [EuclideanSpace.norm_sq_eq, Real.norm_eq_abs, sq_abs]
  rw [← hs, Fin.sum_univ_castSucc, htop, hlow]
  ring

/-- If the couplings inside a chain of `n` sites are nonzero, no nonzero polynomial of degree
below `n` in the tridiagonal matrix annihilates the starting vector. -/
theorem site0_cyclic (a b : ℕ → ℝ) {n : ℕ} (hb : ∀ k, k + 1 < n → b k ≠ 0) {q : ℝ[X]}
    (hq : q.degree < n) (h0 : krylov a b n q = 0) : q = 0 := by
  by_contra hne
  have hlt : q.natDegree < n := (natDegree_lt_iff_degree_lt hne).mpr hq
  have key := (krylov_leading a b n (le_refl q.natDegree)).2 ⟨q.natDegree, hlt⟩ rfl
  rw [h0, PiLp.zero_apply] at key
  have hprod : ∏ j ∈ Finset.range q.natDegree, b j ≠ 0 := by
    refine Finset.prod_ne_zero_iff.mpr fun k hk => hb k ?_
    have := Finset.mem_range.mp hk
    omega
  exact mul_ne_zero (leadingCoeff_ne_zero.mpr hne) hprod key.symm

/-- The characteristic polynomial of a tridiagonal matrix, evaluated at that matrix,
annihilates the starting vector. -/
theorem krylov_charpoly (a b : ℕ → ℝ) (n : ℕ) :
    krylov a b n (jacobi a b n).charpoly = 0 := by
  simp [krylov, Matrix.aeval_self_charpoly]

/-- Minimal property of Lanczos polynomials: if the first `n` couplings are positive and `T`
has size `m > n`, every monic `p` of degree `n` gives `p(T) e₀` a norm of at least the product
of these couplings, with equality exactly for the characteristic polynomial of the leading
`n` by `n` block. -/
theorem lanczos_minimal (a b : ℕ → ℝ) {n m : ℕ} (h : n < m) (hb : ∀ k < n, 0 < b k)
    {p : ℝ[X]} (hp : p.Monic) (hd : p.natDegree = n) :
    ∏ k ∈ Finset.range n, b k ≤ ‖krylov a b m p‖ ∧
    (‖krylov a b m p‖ = ∏ k ∈ Finset.range n, b k ↔ p = (jacobi a b n).charpoly) := by
  have hsplit := krylov_norm_sq a b h hp hd
  have hP : 0 ≤ ∏ k ∈ Finset.range n, b k :=
    Finset.prod_nonneg fun k hk => (hb k (Finset.mem_range.mp hk)).le
  have hN := norm_nonneg (krylov a b m p)
  refine ⟨by nlinarith [sq_nonneg ‖krylov a b n p‖], ?_, ?_⟩
  · intro hE
    -- equality forces p(J) e₀ = 0
    rw [hE] at hsplit
    have hz : ‖krylov a b n p‖ ^ 2 = 0 := by linarith
    have h0 : krylov a b n p = 0 := norm_eq_zero.mp (pow_eq_zero_iff two_ne_zero |>.mp hz)
    have hdiff : krylov a b n (p - (jacobi a b n).charpoly) = 0 := by
      rw [← h0]
      unfold krylov
      rw [map_sub, Matrix.aeval_self_charpoly, sub_zero]
    have hpd : p.degree = n := by rw [degree_eq_natDegree hp.ne_zero, hd]
    have hcd : (jacobi a b n).charpoly.degree = n := by
      rw [Matrix.charpoly_degree_eq_dim, Fintype.card_fin]
    have hlt : (p - (jacobi a b n).charpoly).degree < n := by
      rw [← hpd]
      exact Polynomial.degree_sub_lt_left (hpd.trans hcd.symm) hp.ne_zero
        (hp.leadingCoeff.trans (Matrix.charpoly_monic _).leadingCoeff.symm)
    exact sub_eq_zero.mp
      (site0_cyclic a b (fun k hk => (hb k (by omega)).ne') hlt hdiff)
  · intro hE
    have h0 : krylov a b n p = 0 := by
      rw [hE]
      exact krylov_charpoly a b n
    rw [h0, norm_zero] at hsplit
    exact (sq_eq_sq₀ hN hP).mp (by linarith)

/-- The characteristic polynomial of the leading `n` by `n` block, evaluated at the larger
matrix `T`, sends the starting vector to site `n` alone, with the product of the first `n`
couplings as amplitude. -/
theorem lanczos_vector (a b : ℕ → ℝ) {n m : ℕ} (h : n < m) (i : Fin m) :
    krylov a b m (jacobi a b n).charpoly i =
      if (i : ℕ) = n then ∏ k ∈ Finset.range n, b k else 0 := by
  have hm := Matrix.charpoly_monic (jacobi a b n)
  have hd : (jacobi a b n).charpoly.natDegree = n := by
    rw [Matrix.charpoly_natDegree_eq_dim, Fintype.card_fin]
  have hc : (jacobi a b n).charpoly.coeff n = 1 := by
    have h2 := hm.coeff_natDegree
    rwa [hd] at h2
  have htop : ∀ j : Fin m, (j : ℕ) = n →
      krylov a b m (jacobi a b n).charpoly j = ∏ k ∈ Finset.range n, b k := by
    intro j hj
    rw [(krylov_leading a b m hd.le).2 j hj, hc, one_mul]
  split_ifs with hi
  · exact htop i hi
  · -- site n already carries the whole norm
    have hs := krylov_norm_sq a b h hm hd
    rw [krylov_charpoly, norm_zero] at hs
    simp only [EuclideanSpace.norm_sq_eq, Real.norm_eq_abs, sq_abs] at hs
    have hsum := Finset.add_sum_erase Finset.univ
      (fun j => krylov a b m (jacobi a b n).charpoly j ^ 2)
      (Finset.mem_univ (⟨n, h⟩ : Fin m))
    have hle := Finset.single_le_sum
      (f := fun j => krylov a b m (jacobi a b n).charpoly j ^ 2)
      (fun j _ => sq_nonneg _)
      (Finset.mem_erase.mpr ⟨fun e => hi (congrArg Fin.val e), Finset.mem_univ i⟩ :
        i ∈ Finset.univ.erase (⟨n, h⟩ : Fin m))
    simp only [htop ⟨n, h⟩ rfl] at hsum
    have hz : krylov a b m (jacobi a b n).charpoly i ^ 2 = 0 :=
      le_antisymm (by linarith) (sq_nonneg _)
    exact (pow_eq_zero_iff two_ne_zero).mp hz

end

end LanczosMinimal
```

```lean
#print axioms LanczosMinimal.leading_block
-- 'LanczosMinimal.leading_block' depends on axioms: [propext, Classical.choice, Quot.sound]
#print axioms LanczosMinimal.lanczos_minimal
-- 'LanczosMinimal.lanczos_minimal' depends on axioms: [propext, Classical.choice, Quot.sound]
#print axioms LanczosMinimal.lanczos_vector
-- 'LanczosMinimal.lanczos_vector' depends on axioms: [propext, Classical.choice, Quot.sound]
```

## From the moving front to uniqueness

`krylov_power` is the induction on the front: `far` says that \(T\) has no outward hops longer than one site, and `Finset.sum_eq_single` keeps the one term \(j=k\). `krylov_expand` writes \(p(T)e_0\) as a sum over powers, and `krylov_leading` reads off the amplitude at the front.

`krylov_norm_sq` is the splitting. Its `hpow` compares the two chains, `htop` gives the fixed amplitude, and `hs` discards the empty sites.

In `lanczos_minimal`, `nlinarith` gets the bound from the splitting. Equality forces `krylov a b n p = 0`; the two monic leading terms cancel in `hlt`, and `site0_cyclic` makes the difference zero. The reverse direction uses `krylov_charpoly`, which is Cayley–Hamilton applied to the starting vector. In `lanczos_vector`, site \(n\) already carries the whole norm, so all other amplitudes vanish.
